# A charge-conjugation matrix for an irreducible unitary family is symmetric or antisymmetric, and unitary up to scale

Let g_a be unitary N × N matrices such that only scalar matrices commute with all of them, and let C be a nonzero matrix with C g_a = −(g_a)ᵀ C for every a. Then C is invertible, Cᵀ = C or Cᵀ = −C, and C†C = r·1 with a real number r > 0, so C/√r is unitary.

```lean
import Mathlib

open Matrix

namespace ChargeConjugationMatrix

noncomputable section

variable {ι n : Type*} [Fintype n] [DecidableEq n]

/-- Only scalar matrices commute with every matrix of the family. For a unitary family in positive
dimension this is equivalent to irreducibility. -/
def HasScalarCommutant (g : ι → Matrix n n ℂ) : Prop :=
  ∀ M : Matrix n n ℂ, (∀ a, M * g a = g a * M) → ∃ c : ℂ, M = c • (1 : Matrix n n ℂ)

/-- The charge-conjugation relation `C g_a = -(g_a)ᵀ C`, written without an inverse. -/
def Conjugates (g : ι → Matrix n n ℂ) (C : Matrix n n ℂ) : Prop :=
  ∀ a, C * g a = -((g a)ᵀ * C)

omit [Fintype n] [DecidableEq n] in
/-- A nonzero matrix has a nonzero entry. -/
theorem exists_entry_ne_zero {C : Matrix n n ℂ} (h0 : C ≠ 0) : ∃ i j, C i j ≠ 0 := by
  by_contra h
  apply h0
  ext i j
  by_contra hij
  exact h ⟨i, j, hij⟩

/-- If `C` and `D` both satisfy the charge-conjugation relation for unitary matrices `g_a`,
then `C† D` commutes with every `g_a`. -/
theorem conjTranspose_mul_commutes {g : ι → Matrix n n ℂ} {C D : Matrix n n ℂ}
    (hU : ∀ a, g a ∈ Matrix.unitaryGroup n ℂ)
    (hC : Conjugates g C) (hD : Conjugates g D) (a : ι) :
    Cᴴ * D * g a = g a * (Cᴴ * D) := by
  have h1 : (g a)ᴴ * Cᴴ = -(Cᴴ * (g a)ᵀᴴ) := by
    have h := congrArg Matrix.conjTranspose (hC a)
    rw [conjTranspose_mul, conjTranspose_neg, conjTranspose_mul] at h
    exact h
  have h2 : g a * (g a)ᴴ = 1 := Matrix.mem_unitaryGroup_iff.mp (hU a)
  have h3 : (g a)ᵀᴴ * (g a)ᵀ = 1 := by
    have h := congrArg Matrix.transpose h2
    rw [transpose_mul, transpose_one] at h
    exact h
  -- unitarity moves `g_a` through `C†`
  have h4 : Cᴴ * (g a)ᵀ = -(g a * Cᴴ) := by
    calc Cᴴ * (g a)ᵀ = (g a * (g a)ᴴ) * Cᴴ * (g a)ᵀ := by rw [h2, one_mul]
      _ = g a * ((g a)ᴴ * Cᴴ) * (g a)ᵀ := by noncomm_ring
      _ = -(g a * Cᴴ * ((g a)ᵀᴴ * (g a)ᵀ)) := by rw [h1]; noncomm_ring
      _ = -(g a * Cᴴ) := by rw [h3, mul_one]
  calc Cᴴ * D * g a = Cᴴ * (D * g a) := by rw [mul_assoc]
    _ = -(Cᴴ * (g a)ᵀ * D) := by rw [hD a]; noncomm_ring
    _ = g a * (Cᴴ * D) := by rw [h4]; noncomm_ring

/-- For an irreducible unitary family, a nonzero solution `C` of the charge-conjugation relation
has `C† C` equal to a positive multiple of the identity. -/
theorem conjTranspose_mul_self_pos_scalar {g : ι → Matrix n n ℂ} {C : Matrix n n ℂ}
    (hU : ∀ a, g a ∈ Matrix.unitaryGroup n ℂ) (hg : HasScalarCommutant g)
    (h0 : C ≠ 0) (hC : Conjugates g C) :
    ∃ r : ℝ, 0 < r ∧ Cᴴ * C = (r : ℂ) • (1 : Matrix n n ℂ) := by
  obtain ⟨c, hc⟩ := hg _ (conjTranspose_mul_commutes hU hC hC)
  obtain ⟨i, j, hij⟩ := exists_entry_ne_zero h0
  -- the scalar is the squared length of a nonzero column of `C`
  have hcr : c = ((∑ k, Complex.normSq (C k j) : ℝ) : ℂ) := by
    have h := congrFun (congrFun hc j) j
    rw [Matrix.mul_apply] at h
    simp only [Matrix.smul_apply, Matrix.one_apply_eq, smul_eq_mul, mul_one,
      Matrix.conjTranspose_apply] at h
    rw [← h, Complex.ofReal_sum]
    apply Finset.sum_congr rfl
    intro k _
    rw [Complex.normSq_eq_conj_mul_self]
    rfl
  refine ⟨∑ k, Complex.normSq (C k j), ?_, ?_⟩
  · exact Finset.sum_pos' (fun k _ => Complex.normSq_nonneg _)
      ⟨i, Finset.mem_univ i, Complex.normSq_pos.mpr hij⟩
  · rw [← hcr]
    exact hc

/-- For an irreducible unitary family, every solution `D` of the charge-conjugation relation is a
scalar multiple of any given nonzero solution `C`. -/
theorem unique_up_to_scalar {g : ι → Matrix n n ℂ} {C D : Matrix n n ℂ}
    (hU : ∀ a, g a ∈ Matrix.unitaryGroup n ℂ) (hg : HasScalarCommutant g)
    (h0 : C ≠ 0) (hC : Conjugates g C) (hD : Conjugates g D) :
    ∃ c : ℂ, D = c • C := by
  obtain ⟨r, hr, hCC⟩ := conjTranspose_mul_self_pos_scalar hU hg h0 hC
  obtain ⟨c, hc⟩ := hg _ (conjTranspose_mul_commutes hU hC hD)
  have hr' : (r : ℂ) ≠ 0 := Complex.ofReal_ne_zero.mpr hr.ne'
  have hl : ((r : ℂ)⁻¹ • Cᴴ) * C = 1 := by
    rw [Matrix.smul_mul, hCC, smul_smul, inv_mul_cancel₀ hr', one_smul]
  have hR : C * ((r : ℂ)⁻¹ • Cᴴ) = 1 := mul_eq_one_comm.mp hl
  refine ⟨(r : ℂ)⁻¹ * c, ?_⟩
  calc D = C * ((r : ℂ)⁻¹ • Cᴴ) * D := by rw [hR, one_mul]
    _ = (r : ℂ)⁻¹ • (C * (Cᴴ * D)) := by
        rw [Matrix.mul_smul, Matrix.smul_mul, Matrix.mul_assoc]
    _ = ((r : ℂ)⁻¹ * c) • C := by
        rw [hc, Matrix.mul_smul, Matrix.mul_one, smul_smul]

/-- For an irreducible unitary family, a nonzero solution `C` of the charge-conjugation relation
is symmetric or antisymmetric. -/
theorem symmetric_or_antisymmetric {g : ι → Matrix n n ℂ} {C : Matrix n n ℂ}
    (hU : ∀ a, g a ∈ Matrix.unitaryGroup n ℂ) (hg : HasScalarCommutant g)
    (h0 : C ≠ 0) (hC : Conjugates g C) : Cᵀ = C ∨ Cᵀ = -C := by
  -- the transpose solves the same relation
  have hT : Conjugates g Cᵀ := by
    intro a
    have h := congrArg Matrix.transpose (hC a)
    rw [transpose_mul, transpose_neg, transpose_mul, transpose_transpose] at h
    rw [h, neg_neg]
  obtain ⟨c, hc⟩ := unique_up_to_scalar hU hg h0 hC hT
  obtain ⟨i, j, hij⟩ := exists_entry_ne_zero h0
  have e1 : C j i = c * C i j := congrFun (congrFun hc i) j
  have e2 : C i j = c * C j i := congrFun (congrFun hc j) i
  -- transposing twice gives `c² = 1`
  have hcc : (c - 1) * (c + 1) = 0 := by
    apply mul_right_cancel₀ hij
    linear_combination -e2 - c * e1
  rcases mul_eq_zero.mp hcc with h | h
  · left
    rw [hc, sub_eq_zero.mp h, one_smul]
  · right
    rw [hc, eq_neg_of_add_eq_zero_left h, neg_smul, one_smul]

/-- For an irreducible unitary family, a nonzero `C` with `C g_a = -(g_a)ᵀ C` is invertible with `C
g_a C⁻¹ = -(g_a)ᵀ`, is symmetric or antisymmetric, and has `C† C = r • 1` with `r > 0`; the rescaled
matrix `C / √r` is unitary and satisfies the same relation. -/
theorem charge_conjugation_matrix {g : ι → Matrix n n ℂ} {C : Matrix n n ℂ}
    (hU : ∀ a, g a ∈ Matrix.unitaryGroup n ℂ) (hg : HasScalarCommutant g)
    (h0 : C ≠ 0) (hC : Conjugates g C) :
    IsUnit C.det ∧ (∀ a, C * g a * C⁻¹ = -(g a)ᵀ) ∧ (Cᵀ = C ∨ Cᵀ = -C) ∧
      ∃ r : ℝ, 0 < r ∧ Cᴴ * C = (r : ℂ) • (1 : Matrix n n ℂ) ∧
        (((Real.sqrt r)⁻¹ : ℝ) : ℂ) • C ∈ Matrix.unitaryGroup n ℂ ∧
        Conjugates g ((((Real.sqrt r)⁻¹ : ℝ) : ℂ) • C) := by
  obtain ⟨r, hr, hCC⟩ := conjTranspose_mul_self_pos_scalar hU hg h0 hC
  have hr' : (r : ℂ) ≠ 0 := Complex.ofReal_ne_zero.mpr hr.ne'
  have hl : ((r : ℂ)⁻¹ • Cᴴ) * C = 1 := by
    rw [Matrix.smul_mul, hCC, smul_smul, inv_mul_cancel₀ hr', one_smul]
  have hdet : IsUnit C.det := Matrix.isUnit_det_of_left_inverse hl
  refine ⟨hdet, ?_, symmetric_or_antisymmetric hU hg h0 hC, r, hr, hCC, ?_, ?_⟩
  · intro a
    rw [hC a, neg_mul, Matrix.mul_assoc, Matrix.mul_nonsing_inv _ hdet, Matrix.mul_one]
  · have hs : (Real.sqrt r)⁻¹ * ((Real.sqrt r)⁻¹ * r) = 1 := by
      have hne : Real.sqrt r ≠ 0 := (Real.sqrt_pos.mpr hr).ne'
      have h := Real.mul_self_sqrt hr.le
      calc (Real.sqrt r)⁻¹ * ((Real.sqrt r)⁻¹ * r)
          = (Real.sqrt r)⁻¹ * ((Real.sqrt r)⁻¹ * (Real.sqrt r * Real.sqrt r)) := by rw [h]
        _ = 1 := by field_simp
    have hs' : (((Real.sqrt r)⁻¹ : ℝ) : ℂ) * ((((Real.sqrt r)⁻¹ : ℝ) : ℂ) * (r : ℂ)) = 1 := by
      exact_mod_cast hs
    have hstar : star (((Real.sqrt r)⁻¹ : ℝ) : ℂ) = (((Real.sqrt r)⁻¹ : ℝ) : ℂ) :=
      Complex.conj_ofReal _
    rw [Matrix.mem_unitaryGroup_iff', Matrix.star_eq_conjTranspose, conjTranspose_smul, hstar,
      Matrix.smul_mul, Matrix.mul_smul, hCC, smul_smul, smul_smul, mul_assoc, hs', one_smul]
  · intro a
    rw [Matrix.smul_mul, hC a, Matrix.mul_smul, smul_neg]

/-- If an invertible `C` satisfies the charge-conjugation relation for a family containing at
least one unitary matrix, then the matrix dimension is even. -/
theorem even_dimension {g : ι → Matrix n n ℂ} {C : Matrix n n ℂ} (a : ι)
    (hU : g a ∈ Matrix.unitaryGroup n ℂ) (hdet : IsUnit C.det) (hC : Conjugates g C) :
    Even (Fintype.card n) := by
  have hga : IsUnit (g a).det :=
    Matrix.isUnit_det_of_right_inverse (Matrix.mem_unitaryGroup_iff.mp hU)
  -- compare determinants on both sides of the relation
  have h := congrArg Matrix.det (hC a)
  rw [det_mul, det_neg, det_mul, det_transpose] at h
  rcases Nat.even_or_odd (Fintype.card n) with he | ho
  · exact he
  · exfalso
    rw [ho.neg_one_pow] at h
    have hz : C.det * (g a).det = 0 := by linear_combination h / 2
    exact mul_ne_zero hdet.ne_zero hga.ne_zero hz

/-- The three Pauli matrices. -/
def pauli : Fin 3 → Matrix (Fin 2) (Fin 2) ℂ :=
  ![!![0, 1; 1, 0], !![0, -Complex.I; Complex.I, 0], !![1, 0; 0, -1]]

/-- The antisymmetric two-by-two matrix `ε`. -/
def epsilon : Matrix (Fin 2) (Fin 2) ℂ := !![0, 1; -1, 0]

/-- The Pauli matrices are unitary and irreducible, and the nonzero matrix `ε` satisfies the
charge-conjugation relation for them. -/
theorem pauli_witness :
    (∀ a, pauli a ∈ Matrix.unitaryGroup (Fin 2) ℂ) ∧ HasScalarCommutant pauli ∧
      epsilon ≠ 0 ∧ Conjugates pauli epsilon := by
  refine ⟨?_, ?_, ?_, ?_⟩
  · intro a
    rw [Matrix.mem_unitaryGroup_iff, Matrix.star_eq_conjTranspose]
    fin_cases a <;> ext i j <;> fin_cases i <;> fin_cases j <;>
      simp [pauli, Matrix.mul_apply, Fin.sum_univ_two]
  · intro M h
    have h1 : M 0 0 = M 1 1 := by
      have := congrFun (congrFun (h 0) 0) 1
      simpa [pauli, Matrix.mul_apply, Fin.sum_univ_two] using this
    have e2 : -M 0 1 = M 0 1 := by
      have := congrFun (congrFun (h 2) 0) 1
      simpa [pauli, Matrix.mul_apply, Fin.sum_univ_two] using this
    have e3 : M 1 0 = -M 1 0 := by
      have := congrFun (congrFun (h 2) 1) 0
      simpa [pauli, Matrix.mul_apply, Fin.sum_univ_two] using this
    have h2 : M 0 1 = 0 := by linear_combination (-1 / 2) * e2
    have h3 : M 1 0 = 0 := by linear_combination e3 / 2
    refine ⟨M 0 0, ?_⟩
    ext i j
    fin_cases i <;> fin_cases j <;> simp [h1, h2, h3]
  · intro h
    have := congrFun (congrFun h 0) 1
    simp [epsilon] at this
  · intro a
    fin_cases a <;> ext i j <;> fin_cases i <;> fin_cases j <;>
      simp [pauli, epsilon, Matrix.mul_apply, Fin.sum_univ_two]

end

end ChargeConjugationMatrix
```

```lean
#print axioms ChargeConjugationMatrix.charge_conjugation_matrix
#print axioms ChargeConjugationMatrix.even_dimension
```

```
'ChargeConjugationMatrix.charge_conjugation_matrix' depends on axioms: [propext, Classical.choice, Quot.sound]
'ChargeConjugationMatrix.even_dimension' depends on axioms: [propext, Classical.choice, Quot.sound]
```

The main theorem is `charge_conjugation_matrix`. Its family `g` assigns a complex matrix to each label in `ι`, and the finite type `n` labels rows and columns, so N is the number of elements of `n`. Lean writes `Cᵀ` for the transpose and `Cᴴ` for the adjoint C†. The hypothesis `hU` says that every g_a is unitary. `HasScalarCommutant g` says that a matrix commuting with every g_a is a multiple of the identity, which for a unitary family with N ≥ 1 is irreducibility in the usual sense.

`Conjugates g C` is the charge-conjugation relation without an inverse:

C g_a = −(g_a)ᵀ C.

Because of this form the theorem needs only C ≠ 0, which also forces N ≥ 1. Invertibility appears in the conclusion as `IsUnit C.det`, followed by the familiar version

C g_a C⁻¹ = −(g_a)ᵀ.

The remaining conclusions are the symmetry alternative, the scalar r, the unitarity of C/√r, and the fact that C/√r still satisfies the relation.

The physical model is the Dirac equation for a particle of charge q and mass m in an external potential A_μ, with ħ = c = 1:

[γ^μ (i∂_μ − qA_μ) − m] ψ = 0.

Write ψ̄ = ψ†γ⁰. Taking the adjoint equation and transposing it gives

[−(γ^μ)ᵀ (i∂_μ + qA_μ) − m] ψ̄ᵀ = 0.

If C γ^μ C⁻¹ = −(γ^μ)ᵀ, multiplication by C⁻¹ turns this into

[γ^μ (i∂_μ + qA_μ) − m] C⁻¹ψ̄ᵀ = 0,

which is the Dirac equation for charge −q. In this convention the conjugate spinor is C⁻¹ψ̄ᵀ; many texts call the inverse matrix C instead. For a Dirac particle in a classical external field, the theorem therefore says that the matrix in this transformation can be taken unitary once it exists and the gamma matrices are unitary and irreducible.

For gamma matrices, unitarity is a choice of basis: it holds in the common representations, where γ⁰ is Hermitian and the spatial gamma matrices are anti-Hermitian. The anticommutation relations of the gamma matrices are not used. The theorem takes the existence of C as given, and it does not decide which of the two signs occurs. It concerns finite matrices only, not the charge-conjugation operator on the states of a quantum field.

The derivation starts from two solutions C and D of the relation, and shows that C†D commutes with every g_a. Write g for one of the g_a. The adjoint of C g = −gᵀ C is

g† C† = −C† (gᵀ)†.

Multiply by g from the left and by gᵀ from the right. Since g g† = 1, and its transpose reads (gᵀ)† gᵀ = 1, the result is

C† gᵀ = −g C†.

Now use the relation for D and then this identity:

C†D g = −C† gᵀ D = g C†D.

This is the lemma `conjTranspose_mul_commutes`. Its `h1` is the adjoint relation, `h2` and `h3` are the two forms of unitarity, and `h4` is the identity for C† gᵀ. The final `calc` block is the last line above.

Setting D = C, irreducibility gives C†C = c·1 for some complex number c. The diagonal entry in column j reads

c = Σ_k |C_kj|².

Choose j so that column j contains a nonzero entry C_ij. The sum is then real and strictly positive, and it is the number r. The lemma `conjTranspose_mul_self_pos_scalar` does exactly this: `exists_entry_ne_zero` supplies the entry, `hcr` identifies the scalar with the squared length of the column, and `Finset.sum_pos'` gives positivity.

Irreducibility is needed here. For the reducible family σ_a ⊕ σ_a, built from two copies of the Pauli matrices, the matrix ε ⊕ 2ε with ε = iσ_y satisfies the relation, but its two blocks have different scales.

The scalar r also gives uniqueness. From C†C = r·1, the matrix C†/r is a left inverse of C, and for square matrices it is then a right inverse too, so C C† = r·1. For any other solution D, irreducibility gives C†D = c·1 with a new constant c, and therefore

D = (1/r) C C† D = (c/r) C.

This is `unique_up_to_scalar`, where `mul_eq_one_comm` performs the passage from left to right inverse. Two unitary solutions consequently differ only by a phase.

The symmetry alternative follows by applying uniqueness to the transpose. Transposing C g = −gᵀ C gives

Cᵀ g = −gᵀ Cᵀ,

so Cᵀ is a solution and Cᵀ = cC for some c. At a nonzero entry C_ij this means

C_ji = c C_ij and C_ij = c C_ji.

Hence C_ij = c² C_ij, so c² = 1 and c is 1 or −1. In `symmetric_or_antisymmetric`, `hT` is the transposed relation, `e1` and `e2` are the two entry equations, and `hcc` is the factored form (c − 1)(c + 1) = 0, from which the two cases are read off.

For the main theorem only the normalisation remains. With s = 1/√r,

(sC)†(sC) = s² r·1 = 1,

and a scalar factor does not disturb a relation that is linear in C. The Lean proof checks s·(s·r) = 1 over the real numbers in `hs`, carries it to the complex numbers in `hs'`, and uses `hstar` for the fact that a real factor equals its own conjugate.

The theorem `even_dimension` restricts N by determinants. If C is invertible and at least one g_a is unitary, the relation gives

det C · det g_a = (−1)^N det g_a · det C.

Both determinants are nonzero, so (−1)^N = 1 and N is even. Irreducibility plays no part in this. In odd dimension, a nonempty irreducible unitary family therefore has no nonzero C of this kind.

The smallest example with a nonempty family has N = 2. The theorem `pauli_witness` verifies every hypothesis for the three Pauli matrices, labelled 0, 1, 2 for x, y, z, and the antisymmetric matrix `epsilon`, which is ε = iσ_y. For irreducibility, let M commute with all three. Commuting with σ_x makes the two diagonal entries of M equal, and commuting with σ_z makes the off-diagonal entries vanish, so M is a scalar. The unitarity of the σ_a and the relation for ε are checked entry by entry. Here ε†ε = 1, so r = 1 and no rescaling is needed.

In a program, C can be found from the matrices g_a by linear algebra. Stack the entries of C into a vector vec C. The relation becomes, for each a,

(1 ⊗ (g_a)ᵀ + (g_a)ᵀ ⊗ 1) vec C = 0,

and a singular value decomposition of all these equations together yields their common null space. For an irreducible unitary family, uniqueness means that this space has dimension one if a nonzero C exists, and zero otherwise. A null vector of unit length has Σ_ij |C_ij|² = 1. Since this sum is also the trace of C†C, which is N r, it follows that r = 1/N, and multiplying the computed matrix by √N makes it unitary. Comparing its transpose with C and −C then reads off the sign.

In trace calculations, C reverses the order of a product. Inserting C⁻¹C between the factors gives, for three matrices,

tr(g_a g_b g_c) = −tr(g_c g_b g_a),

with one minus sign for each factor. For gamma matrices, this kind of reversal relates the two orientations of a closed fermion loop.
